# Zero dipoles uniquely minimize the mutual-polarization energy of two point centres exactly when $4ab<R^6$

Before solving for the induced dipoles of two polarizable atomic cores, compare the sixth power of their distance $R$ with four times the product of their polarizabilities $a$ and $b$, in units where the Coulomb constant is one. The linear equations for the dipoles only locate a stationary point of the energy. If $R^6<4ab$, they may still return finite dipoles, but these belong to a saddle and not to a minimum. For two undamped point dipoles with linear response, this comparison tells whether a polarizable force field, or a core polarization potential that lets the induced dipoles interact, has a sound energy to minimize.

## Two polarizable centres and their energy

The dipoles $p$ and $q$ are vectors in a real inner-product space `E`. Ordinary space is one case, and no dimension is fixed until the result for equal centres.

In Lean 4 with Mathlib:

```lean
import Mathlib

namespace PolarizationCatastrophe

noncomputable section

variable {E : Type*} [NormedAddCommGroup E] [InnerProductSpace ℝ E]
```

Let $n$ be a unit vector along the line joining the centres. The angular factor of the dipole-dipole interaction is

$$D(p,q)=\langle p,q\rangle-3\langle p,n\rangle\langle q,n\rangle .$$

Reversing $n$ leaves it unchanged, so it doesn't matter which centre the axis starts from.

```lean
/-- The angular factor of the interaction of two point dipoles `p` and `q` whose separation points
along the unit vector `n`. -/
def dipoleCoupling (n p q : E) : ℝ :=
  inner ℝ p q - 3 * inner ℝ p n * inner ℝ q n
```

The energy is

$$U(p,q)=\frac{\|p\|^2}{2a}+\frac{\|q\|^2}{2b}+\frac{D(p,q)}{R^3}.$$

The first two terms are the harmonic work of inducing a dipole on an isotropic centre with linear response. The Coulomb constant is one, so a polarizability has the dimension of a volume. The model has no short-range damping, no higher-order response and no external field. A fixed external field would add terms linear in the dipoles. These can move the minimum away from zero, but they leave the quadratic part unchanged, so the condition for a unique minimum stays the same.

```lean
/-- The energy of dipoles `p`, `q` on two centres of polarizabilities `a`, `b` at distance `R` along
`n`: the cost of polarizing each centre plus the dipole-dipole interaction. The domain is
`a, b, R > 0` and `‖n‖ = 1`. -/
def energy (a b R : ℝ) (n p q : E) : ℝ :=
  ‖p‖ ^ 2 / (2 * a) + ‖q‖ ^ 2 / (2 * b) + dipoleCoupling n p q / R ^ 3
```

In the theorems, `ha`, `hb` and `hR` state that $a$, $b$ and $R$ are positive, and `hn` states that $n$ has unit length.

## The coupling is at most $2\|p\|\|q\|$

Write $D(p,q)=\langle p-3\langle p,n\rangle n,\,q\rangle$. The vector on the left is, up to a factor, the field of $p$ at the other centre, and since $\|n\|=1$,

$$\|p-3\langle p,n\rangle n\|^2=\|p\|^2-6\langle p,n\rangle^2+9\langle p,n\rangle^2=\|p\|^2+3\langle p,n\rangle^2\le4\|p\|^2 .$$

Cauchy–Schwarz then gives $|D(p,q)|\le2\|p\|\|q\|$. In the proof, `h1` rewrites the coupling, `h2` computes the squared norm, and `h3` and `h4` bound it.

```lean
/-- For a unit axis `n`, the dipole coupling is at most twice the product of the dipole
magnitudes. -/
theorem abs_dipoleCoupling_le {n : E} (hn : ‖n‖ = 1) (p q : E) :
    |dipoleCoupling n p q| ≤ 2 * ‖p‖ * ‖q‖ := by
  -- the coupling is the inner product of `q` with the (scaled) field of `p`
  have h1 : dipoleCoupling n p q = inner ℝ (p - (3 * inner ℝ p n) • n) q := by
    unfold dipoleCoupling
    rw [inner_sub_left, real_inner_smul_left, real_inner_comm q n]
  have h2 : ‖p - (3 * inner ℝ p n) • n‖ ^ 2 = ‖p‖ ^ 2 + 3 * (inner ℝ p n) ^ 2 := by
    rw [norm_sub_sq_real, real_inner_smul_right, norm_smul, hn, mul_one,
      Real.norm_eq_abs, sq_abs]
    ring
  have h3 : (inner ℝ p n) ^ 2 ≤ ‖p‖ ^ 2 := by
    have h := abs_real_inner_le_norm p n
    rw [hn, mul_one] at h
    exact sq_le_sq' (abs_le.mp h).1 (abs_le.mp h).2
  have h4 : ‖p - (3 * inner ℝ p n) • n‖ ≤ 2 * ‖p‖ := by
    by_contra h
    push Not at h
    nlinarith [norm_nonneg p]
  rw [h1]
  exact (abs_real_inner_le_norm _ _).trans (mul_le_mul_of_nonneg_right h4 (norm_nonneg q))
```

## Head-to-tail dipoles have the lowest energy at fixed magnitudes

For the aligned pair $\|p\|n$, $\|q\|n$ the coupling is $\|p\|\|q\|-3\|p\|\|q\|=-2\|p\|\|q\|$, which is the lower bound just found. The polarization costs depend only on the magnitudes, so

$$U(\|p\|n,\|q\|n)\le U(p,q).$$

Here `hc` evaluates the aligned coupling, and `hle` divides the bound by $R^3>0$.

```lean
/-- Turning both dipoles head to tail along the unit axis `n`, at fixed magnitudes, never raises the
energy when `R > 0`. -/
theorem energy_aligned_le {a b R : ℝ} (hR : 0 < R) {n : E} (hn : ‖n‖ = 1) (p q : E) :
    energy a b R n (‖p‖ • n) (‖q‖ • n) ≤ energy a b R n p q := by
  have hnn : inner ℝ n n = (1 : ℝ) := by rw [real_inner_self_eq_norm_sq, hn, one_pow]
  have hc : dipoleCoupling n (‖p‖ • n) (‖q‖ • n) = -(2 * ‖p‖ * ‖q‖) := by
    simp only [dipoleCoupling, real_inner_smul_left, real_inner_smul_right, hnn]
    ring
  have hle : -(2 * ‖p‖ * ‖q‖) / R ^ 3 ≤ dipoleCoupling n p q / R ^ 3 :=
    div_le_div_of_nonneg_right (abs_le.mp (abs_dipoleCoupling_le hn p q)).1 (by positivity)
  unfold energy
  rw [hc, norm_smul, norm_smul, norm_norm, norm_norm, hn, mul_one, mul_one]
  linarith
```

## Completing the square on the axis

For real numbers $s$ and $t$,

$$U(sn,tn)=\frac{s^2}{2a}+\frac{t^2}{2b}-\frac{2st}{R^3}
=\frac{1}{2a}\left(s-\frac{2at}{R^3}\right)^2+\left(\frac{1}{2b}-\frac{2a}{R^6}\right)t^2 ,$$

and the last coefficient equals $(R^6-4ab)/(2bR^6)$. The square vanishes when the first dipole follows the field of the second, $s=2at/R^3$. The proof expands the definitions, and `field_simp` and `ring` check the identity.

```lean
/-- For `a, b, R > 0`, the energy of two dipoles `s` and `t` along the unit axis, with the square
completed: the sign of `R ^ 6 - 4 * a * b` decides whether the second term is a cost or a gain. -/
theorem energy_axial {a b R : ℝ} (ha : 0 < a) (hb : 0 < b) (hR : 0 < R) {n : E}
    (hn : ‖n‖ = 1) (s t : ℝ) :
    energy a b R n (s • n) (t • n) =
      (s - 2 * a * t / R ^ 3) ^ 2 / (2 * a)
        + (R ^ 6 - 4 * a * b) * t ^ 2 / (2 * b * R ^ 6) := by
  have hnn : inner ℝ n n = (1 : ℝ) := by rw [real_inner_self_eq_norm_sq, hn, one_pow]
  simp only [energy, dipoleCoupling, real_inner_smul_left, real_inner_smul_right, hnn,
    norm_smul, hn, mul_one, Real.norm_eq_abs, sq_abs]
  field_simp
  ring
```

If $4ab\le R^6$, both terms are nonnegative. By the alignment inequality, so is the energy of every pair, aligned or not.

```lean
/-- For `a, b, R > 0` and a unit axis `n`, if `4 * a * b ≤ R ^ 6`, no pair of dipoles has negative
energy. -/
theorem energy_nonneg {a b R : ℝ} (ha : 0 < a) (hb : 0 < b) (hR : 0 < R) {n : E}
    (hn : ‖n‖ = 1) (h : 4 * a * b ≤ R ^ 6) (p q : E) : 0 ≤ energy a b R n p q := by
  refine le_trans ?_ (energy_aligned_le hR hn p q)
  rw [energy_axial ha hb hR hn]
  have h' : 0 ≤ R ^ 6 - 4 * a * b := sub_nonneg.mpr h
  positivity
```

## When zero dipoles are the unique minimum

The left side of the next equivalence says that every pair with at least one nonzero dipole has energy strictly above $U(0,0)=0$.

Suppose $4ab<R^6$ and replace the pair by its aligned version. If $q\ne0$, the second term of the completed square is positive. If $q=0$, then $p\ne0$ and the energy is $\|p\|^2/(2a)>0$. The proof makes the same split with `by_cases`.

Conversely, suppose $R^6\le4ab$ and take $t=1$, $s=2a/R^3$. The square vanishes and the energy is $(R^6-4ab)/(2bR^6)\le0$, although the second dipole is nonzero. Zero is then not the unique minimum.

```lean
/-- For `a, b, R > 0` and a unit axis `n`, two unpolarized centres are the unique global energy
minimum exactly when `4 * a * b < R ^ 6`. -/
theorem unpolarized_unique_min_iff {a b R : ℝ} (ha : 0 < a) (hb : 0 < b) (hR : 0 < R)
    {n : E} (hn : ‖n‖ = 1) :
    (∀ p q : E, p ≠ 0 ∨ q ≠ 0 → energy a b R n 0 0 < energy a b R n p q) ↔
      4 * a * b < R ^ 6 := by
  have h0 : energy a b R n 0 0 = 0 := by simp [energy, dipoleCoupling]
  rw [h0]
  constructor
  · intro h
    by_contra hcon
    push Not at hcon
    have hn0 : n ≠ 0 := by
      intro hz
      simp [hz] at hn
    -- the axial pair in which the first dipole follows the field of the second
    have h1 := h ((2 * a * 1 / R ^ 3) • n) ((1 : ℝ) • n) (Or.inr (by simpa using hn0))
    rw [energy_axial ha hb hR hn, sub_self] at h1
    have h2 : (R ^ 6 - 4 * a * b) * 1 ^ 2 / (2 * b * R ^ 6) ≤ 0 :=
      div_nonpos_of_nonpos_of_nonneg (by linarith) (by positivity)
    have h3 : (0 : ℝ) ^ 2 / (2 * a) = 0 := by simp
    linarith
  · intro h p q hpq
    refine lt_of_lt_of_le ?_ (energy_aligned_le hR hn p q)
    rw [energy_axial ha hb hR hn]
    have h' : 0 < R ^ 6 - 4 * a * b := sub_pos.mpr h
    by_cases hq : q = 0
    · have hp : 0 < ‖p‖ := norm_pos_iff.mpr (hpq.resolve_right (not_not.mpr hq))
      have h1 : 0 < ‖p‖ ^ 2 / (2 * a) := by positivity
      simpa [hq] using h1
    · have hq' : 0 < ‖q‖ := norm_pos_iff.mpr hq
      positivity
```

## When the energy has no lower bound

Unboundedness is expressed by saying that for every real $C$ some pair has energy below $C$. If $4ab\le R^6$, the choice $C=0$ contradicts nonnegativity. If $R^6<4ab$, set

$$c=\frac{4ab-R^6}{2bR^6}>0,\qquad t=1+\frac{|C|}{c},\qquad s=\frac{2at}{R^3}.$$

Since $t\ge1$ and $ct=c+|C|$,

$$U(sn,tn)=-ct^2=-(c+|C|)t\le-c-|C|<C .$$

This is the polarization catastrophe: each dipole strengthens the other, and the gain outruns the harmonic cost.

```lean
/-- Polarization catastrophe: for `a, b, R > 0` and a unit axis `n`, the energy is unbounded below
exactly when `R ^ 6 < 4 * a * b`. -/
theorem catastrophe_iff {a b R : ℝ} (ha : 0 < a) (hb : 0 < b) (hR : 0 < R)
    {n : E} (hn : ‖n‖ = 1) :
    (∀ C : ℝ, ∃ p q : E, energy a b R n p q < C) ↔ R ^ 6 < 4 * a * b := by
  constructor
  · intro h
    by_contra hcon
    push Not at hcon
    obtain ⟨p, q, hpq⟩ := h 0
    linarith [energy_nonneg ha hb hR hn hcon p q]
  · intro h C
    obtain ⟨c, hc⟩ : ∃ c, c = (4 * a * b - R ^ 6) / (2 * b * R ^ 6) := ⟨_, rfl⟩
    have hc0 : 0 < c := by
      rw [hc]
      exact div_pos (sub_pos.mpr h) (by positivity)
    -- a large enough axial pair lies below `C`
    obtain ⟨t, ht⟩ : ∃ t, t = 1 + |C| / c := ⟨_, rfl⟩
    have ht1 : 1 ≤ t := by
      rw [ht]
      linarith [div_nonneg (abs_nonneg C) hc0.le]
    have hct : c * t = c + |C| := by
      rw [ht, mul_add, mul_one, mul_div_cancel₀ _ hc0.ne']
    refine ⟨(2 * a * t / R ^ 3) • n, t • n, ?_⟩
    have he : (R ^ 6 - 4 * a * b) * t ^ 2 / (2 * b * R ^ 6) = -(c * t * t) := by
      rw [hc]
      ring
    have h3 : (0 : ℝ) ^ 2 / (2 * a) = 0 := by simp
    rw [energy_axial ha hb hR hn, sub_self, he, h3, hct]
    nlinarith [neg_abs_le C, mul_nonneg (add_nonneg hc0.le (abs_nonneg C)) (sub_nonneg.mpr ht1)]
```

## Equal centres in three dimensions

For $a=b$,

$$R^6-4a^2=(R^3+2a)(R^3-2a),$$

and the first factor is positive. Zero dipoles are therefore the unique minimum exactly when $2a<R^3$, and the energy is unbounded below exactly when $R^3<2a$. In the statement, `EuclideanSpace ℝ (Fin 3)` is ordinary space; `hf` is the factorization.

```lean
/-- Two equal centres in three-dimensional space, with `a, R > 0` and a unit axis `n`: zero dipoles
are the unique minimum exactly when `2 * a < R ^ 3`, and the energy is unbounded below exactly when
`R ^ 3 < 2 * a`. -/
theorem equal_centres {a R : ℝ} (ha : 0 < a) (hR : 0 < R)
    {n : EuclideanSpace ℝ (Fin 3)} (hn : ‖n‖ = 1) :
    ((∀ p q, p ≠ 0 ∨ q ≠ 0 → energy a a R n 0 0 < energy a a R n p q) ↔ 2 * a < R ^ 3) ∧
      ((∀ C : ℝ, ∃ p q, energy a a R n p q < C) ↔ R ^ 3 < 2 * a) := by
  rw [unpolarized_unique_min_iff ha ha hR hn, catastrophe_iff ha ha hR hn]
  have hk : 0 < R ^ 3 + 2 * a := by positivity
  have hf : R ^ 6 - 4 * a * a = (R ^ 3 + 2 * a) * (R ^ 3 - 2 * a) := by ring
  refine ⟨?_, ?_⟩
  · rw [← sub_pos, hf, mul_pos_iff_of_pos_left hk, sub_pos]
  · rw [← sub_neg, hf, ← sub_neg (a := R ^ 3)]
    constructor
    · intro h
      by_contra hcon
      push Not at hcon
      linarith [mul_nonneg hk.le hcon]
    · intro h
      exact mul_neg_of_pos_of_neg hk h
```

## A line of minimizers at the critical distance

At $R^3=2a$ neither condition holds. Write $p_n=\langle p,n\rangle$ and $p_\perp=p-p_nn$, and likewise for $q$. Then

$$\begin{aligned}
2a\,U(p,q)&=\|p\|^2+\|q\|^2+\langle p,q\rangle-3p_nq_n\\
&=\tfrac12\|p_\perp\|^2+\tfrac12\|q_\perp\|^2+\tfrac12\|p_\perp+q_\perp\|^2+(p_n-q_n)^2 .
\end{aligned}$$

A minimizer has energy at most $U(0,0)=0$, so every square vanishes: both dipoles lie on the axis and are equal. Conversely, each pair $p=q=sn$ has energy zero, and no energy is negative at this distance. The system can thus polarize along the axis to any magnitude at no cost.

In the proof, `hperp` and `hpq` supply the norms and inner product of the transverse parts, and the `nlinarith` steps yield the vanishing squares `hp1`, `hq1` and `hd1`.

```lean
/-- For `a, R > 0` and a unit axis `n`, at the critical distance `R ^ 3 = 2 * a` of two equal
centres, the energy minimizers are exactly the pairs of equal dipoles along the axis, of any
magnitude. -/
theorem critical_minimizers {a R : ℝ} (ha : 0 < a) (hR : 0 < R) (hcrit : R ^ 3 = 2 * a)
    {n : E} (hn : ‖n‖ = 1) (p q : E) :
    (∀ p' q' : E, energy a a R n p q ≤ energy a a R n p' q') ↔
      ∃ s : ℝ, p = s • n ∧ q = s • n := by
  have h6 : R ^ 6 = 4 * a * a := by
    calc R ^ 6 = (R ^ 3) ^ 2 := by ring
      _ = 4 * a * a := by rw [hcrit]; ring
  constructor
  · intro h
    have h0 : energy a a R n p q ≤ 0 := by
      have h1 := h 0 0
      simpa [energy, dipoleCoupling] using h1
    have hnn : inner ℝ n n = (1 : ℝ) := by rw [real_inner_self_eq_norm_sq, hn, one_pow]
    have hperp : ∀ v : E, ‖v - (inner ℝ v n : ℝ) • n‖ ^ 2 = ‖v‖ ^ 2 - (inner ℝ v n) ^ 2 := by
      intro v
      rw [norm_sub_sq_real, real_inner_smul_right, norm_smul, hn, mul_one,
        Real.norm_eq_abs, sq_abs]
      ring
    have hpq : inner ℝ (p - (inner ℝ p n : ℝ) • n) (q - (inner ℝ q n : ℝ) • n)
        = inner ℝ p q - inner ℝ p n * inner ℝ q n := by
      simp only [inner_sub_left, inner_sub_right, real_inner_smul_left,
        real_inner_smul_right, hnn, real_inner_comm q n]
      ring
    have hsum := norm_add_sq_real (p - (inner ℝ p n : ℝ) • n) (q - (inner ℝ q n : ℝ) • n)
    rw [hpq, hperp p, hperp q] at hsum
    have hE : 2 * a * energy a a R n p q
        = ‖p‖ ^ 2 + ‖q‖ ^ 2 + (inner ℝ p q - 3 * inner ℝ p n * inner ℝ q n) := by
      unfold energy dipoleCoupling
      rw [hcrit]
      field_simp
    have hE0 : 2 * a * energy a a R n p q ≤ 0 :=
      mul_nonpos_of_nonneg_of_nonpos (by positivity) h0
    -- the energy is a sum of squares, so each square vanishes
    have hs := sq_nonneg ‖(p - (inner ℝ p n : ℝ) • n) + (q - (inner ℝ q n : ℝ) • n)‖
    have hp := hperp p
    have hq := hperp q
    have hp0 := sq_nonneg ‖p - (inner ℝ p n : ℝ) • n‖
    have hq0 := sq_nonneg ‖q - (inner ℝ q n : ℝ) • n‖
    have hd0 := sq_nonneg ((inner ℝ p n : ℝ) - inner ℝ q n)
    have hp1 : ‖p - (inner ℝ p n : ℝ) • n‖ ^ 2 = 0 := by nlinarith
    have hq1 : ‖q - (inner ℝ q n : ℝ) • n‖ ^ 2 = 0 := by nlinarith
    have hd1 : ((inner ℝ p n : ℝ) - inner ℝ q n) ^ 2 = 0 := by nlinarith
    have hp2 := sub_eq_zero.mp (norm_eq_zero.mp (pow_eq_zero_iff two_ne_zero |>.mp hp1))
    have hq2 := sub_eq_zero.mp (norm_eq_zero.mp (pow_eq_zero_iff two_ne_zero |>.mp hq1))
    have hd2 := sub_eq_zero.mp (pow_eq_zero_iff two_ne_zero |>.mp hd1)
    exact ⟨inner ℝ p n, hp2, by rw [hd2]; exact hq2⟩
  · rintro ⟨s, rfl, rfl⟩ p' q'
    have hz : energy a a R n (s • n) (s • n) = 0 := by
      have h2a : 2 * a ≠ 0 := by positivity
      rw [energy_axial ha ha hR hn, h6, hcrit, mul_div_cancel_left₀ s h2a]
      simp
    rw [hz]
    exact energy_nonneg ha ha hR hn h6.ge p' q'

end

end PolarizationCatastrophe
```

```lean
#print axioms PolarizationCatastrophe.equal_centres
#print axioms PolarizationCatastrophe.critical_minimizers
```

```
'PolarizationCatastrophe.equal_centres' depends on axioms: [propext, Classical.choice, Quot.sound]
'PolarizationCatastrophe.critical_minimizers' depends on axioms: [propext, Classical.choice, Quot.sound]
```
